# Products of all one-centre Gaussian orbitals with one exponent and degree up to L span fewer than eight times the orbital dimension

Take as orbitals all functions $p(\mathbf r)\,e^{-a r^2}$ on three-dimensional space, where $a$ is fixed and $p$ runs over the real polynomials of total degree at most $L$. They span a space of dimension

$$N_L=\binom{L+3}{3},$$

and their pairwise products span a space of dimension exactly

$$P_L=\binom{2L+3}{3}.$$

For every $L$ one has $P_L<8N_L$, and $P_L/N_L\to 8$ as $L\to\infty$. The number of functions needed to represent all products exactly therefore grows linearly with the number of orbitals, although the number of pairs grows quadratically.

## Orbital products in GW

In a GW calculation the polarisability is built from products of occupied and empty orbitals, and the self-energy needs matrix elements of the screened interaction $W$ between orbital products. A common way to handle these products is to expand them in an auxiliary basis, so that $W$ becomes a matrix in that basis. $N$ real orbitals form $N(N+1)/2$ unordered pairs, and the smallest size of an auxiliary basis without expansion error is the number of linearly independent functions among their products.

For a basis with one centre, one exponent and all polynomials up to degree $L$, that size stays below $8N$. The step from here to a molecular calculation, where the basis has several exponents and several centres, is not supplied by these theorems.

## Orbitals and products as function spaces

A point of space is a function `r : Fin 3 → ℝ`, with `r 0`, `r 1`, `r 2` for $x,y,z$. The map `gaussianOrbital a` sends a polynomial to the actual function $p(\mathbf r)e^{-ar^2}$. Its image on the polynomials of total degree at most `L` is `orbitalSpace a L`. The letter $L$ is this bound on the degree, not an angular momentum: the space with $L=2$ also contains the function $r^2e^{-ar^2}$, which is spherically symmetric.

`productSpace V W` is the linear span of all pointwise products of a function in `V` with one in `W`. Dimensions are given by `Module.finrank`, which would return 0 for an infinite-dimensional space; the values found here are positive, so the spaces really are finite-dimensional.

The main statements are:

- `finrank_orbitalSpace`: the orbitals span dimension $N_L$.
- `finrank_productSpace`: their products span dimension $P_L$.
- `finrank_productSpace_lt`: $P_L<8N_L$ for every $L$, including $L=0$.
- `tendsto_auxiliary_ratio`: $P_L/N_L\to8$.

They hold for every real $a$. Bound-state orbitals need $a>0$, since otherwise the functions are not square-integrable, but the counting doesn't use the sign. The orbitals are not normalised, and normalising them changes no span.

## Counting the orbitals

A monomial $x^{s_0}y^{s_1}z^{s_2}$ is allowed if $s_0+s_1+s_2\le L$. Label it by the partial sums $n=s_0+s_1+s_2$, $k=s_0+s_1$ and $i=s_0$. The exponents can be recovered from these, and the allowed labels are exactly those with $0\le i\le k\le n\le L$. Their number is

$$\sum_{n=0}^{L}\sum_{k=0}^{n}(k+1)=\sum_{n=0}^{L}\binom{n+2}{2}=\binom{L+3}{3}.$$

Both sums follow by induction from Pascal's rule. In the inner one, raising $n$ by one adds $n+2=\binom{n+2}{1}$, and $\binom{n+2}{1}+\binom{n+2}{2}=\binom{n+3}{2}$. In the outer one, raising $L$ by one adds $\binom{L+3}{2}$, and $\binom{L+3}{2}+\binom{L+3}{3}=\binom{L+4}{3}$.

Multiplication by the Gaussian loses no dimension. If $p(\mathbf r)e^{-ar^2}=q(\mathbf r)e^{-ar^2}$ everywhere, division by the nonzero exponential gives $p(\mathbf r)=q(\mathbf r)$ everywhere, and real polynomials with equal values at all points are equal.

## Counting the products

For exponents $a,b$ and degree bounds $L,M$,

$$\bigl(p\,e^{-ar^2}\bigr)\bigl(q\,e^{-br^2}\bigr)=pq\,e^{-(a+b)r^2},\qquad \deg(pq)\le L+M.$$

Every product is thus an orbital with exponent $a+b$ and degree at most $L+M$.

Conversely, take a monomial with exponents $s_0+s_1+s_2\le L+M$. Fill a first factor with powers of $x$, then $y$, then $z$, until its degree reaches $L$ or the monomial is used up. What is left has degree at most $M$. Each monomial times $e^{-(a+b)r^2}$ is therefore a product of two allowed orbitals, and linear combinations of such terms give the whole space. With $b=a$ and $M=L$, the products span the orbital space of exponent $2a$ and degree $2L$, whose dimension is $P_L=\binom{2L+3}{3}$.

## The factor eight

Since $6\binom{n+3}{3}=(n+1)(n+2)(n+3)$,

$$6(8N_L-P_L)=8(L+1)(L+2)(L+3)-(2L+1)(2L+2)(2L+3)=6(L+1)(4L+7).$$

Hence $8N_L-P_L=(L+1)(4L+7)>0$, which is the strict bound. Moreover,

$$(L+1)(4L+7)=4L^2+11L+7\le 4(L+2)(L+3)=\frac{24}{L+1}N_L.$$

Division by $N_L$ gives

$$8-\frac{24}{L+1}\le\frac{P_L}{N_L}<8,$$

and the limit follows.

## From one s function to degree two

For $L=0$ there is one orbital, $e^{-ar^2}$, and one product, $e^{-2ar^2}$, so the ratio is 1. For $L=1$ there are 4 orbitals and 10 independent products, as many as there are pairs. Linear dependence first appears at $L=2$: 10 orbitals form 55 pairs, but the products span only 35 dimensions. One such dependence is $(x^2)(y^2)=(xy)(xy)$.

## Fifteen exponents break the bound

Suppose that the exponents may be chosen freely. Take the 15 s functions $e^{-a_ir^2}$ with $a_i=2^i$ and $i=0,\dots,14$. Their products have exponents $2^i+2^j$, which are different for different unordered pairs, and Gaussians with different exponents are linearly independent. The products span $15\cdot16/2=120=8\cdot15$ dimensions, so the strict bound fails, and with more exponents of this kind the growth is quadratic. Some restriction on the exponents is therefore needed. When the orbitals include all polynomials up to degree $L$, as in the theorems, a single common exponent is sufficient.

## The complete Lean source

```lean
import Mathlib

open MvPolynomial Filter Topology

namespace GaussianAuxiliaryBasis

noncomputable section

/-- The orbital `p(r) exp(-a r²)` on three-dimensional space, as a linear function of the
polynomial `p`. -/
def gaussianOrbital (a : ℝ) : MvPolynomial (Fin 3) ℝ →ₗ[ℝ] ((Fin 3 → ℝ) → ℝ) where
  toFun p := fun r => eval r p * Real.exp (-a * (r 0 ^ 2 + r 1 ^ 2 + r 2 ^ 2))
  map_add' p q := by
    ext r
    simp [add_mul]
  map_smul' c p := by
    ext r
    simp [MvPolynomial.smul_eval, mul_assoc]

/-- The space of all orbitals with Gaussian exponent `a` and polynomial part of total degree
at most `L`. -/
def orbitalSpace (a : ℝ) (L : ℕ) : Submodule ℝ ((Fin 3 → ℝ) → ℝ) :=
  (restrictTotalDegree (Fin 3) ℝ L).map (gaussianOrbital a)

/-- The linear span of all pointwise products of a function in `V` with a function in `W`. -/
def productSpace (V W : Submodule ℝ ((Fin 3 → ℝ) → ℝ)) : Submodule ℝ ((Fin 3 → ℝ) → ℝ) :=
  Submodule.span ℝ {h | ∃ f ∈ V, ∃ g ∈ W, h = f * g}

/-- The total degree of a monomial `x^i y^j z^k` is `i + j + k`. -/
theorem exponent_sum (s : Fin 3 →₀ ℕ) : (s.sum fun _ e => e) = s 0 + s 1 + s 2 := by
  rw [Finsupp.sum_fintype _ _ (fun _ => rfl), Fin.sum_univ_three]

/-- The real polynomials in three variables of total degree at most `L` form a space of
dimension `C(L+3,3)`. -/
theorem finrank_polynomials (L : ℕ) :
    Module.finrank ℝ (restrictTotalDegree (Fin 3) ℝ L) = (L + 3).choose 3 := by
  -- the monomials are a basis, so the exponents have to be counted
  refine (Module.finrank_eq_nat_card_basis (basisRestrictSupport ℝ
    {n : Fin 3 →₀ ℕ | (n.sum fun _ e => e) ≤ L})).trans ?_
  -- label a monomial by the partial sums i+j+k, i+j, i of its exponents
  obtain ⟨T, hT⟩ : ∃ T : Finset (Σ _ : ℕ, Σ _ : ℕ, ℕ), T = (Finset.range (L + 1)).sigma
      fun n => (Finset.range (n + 1)).sigma fun k => Finset.range (k + 1) := ⟨_, rfl⟩
  have hmem : ∀ n k i : ℕ, (⟨n, k, i⟩ : Σ _ : ℕ, Σ _ : ℕ, ℕ) ∈ T ↔
      n ≤ L ∧ k ≤ n ∧ i ≤ k := by
    intro n k i
    rw [hT]
    simp only [Finset.mem_sigma, Finset.mem_range]
    omega
  have h2 : ∀ n : ℕ, ∑ k ∈ Finset.range (n + 1), (k + 1) = (n + 2).choose 2 := by
    intro n
    induction n with
    | zero => simp
    | succ n ih =>
      have e : (n + 1 + 2).choose 2 = (n + 2).choose 1 + (n + 2).choose 2 :=
        Nat.choose_succ_succ' (n + 2) 1
      rw [Finset.sum_range_succ, ih, e, Nat.choose_one_right]
      omega
  have hcard : T.card = (L + 3).choose 3 := by
    rw [hT]
    simp only [Finset.card_sigma, Finset.card_range, h2]
    clear hmem hT
    induction L with
    | zero => simp
    | succ n ih =>
      have e : (n + 1 + 3).choose 3 = (n + 1 + 2).choose 2 + (n + 3).choose 3 :=
        Nat.choose_succ_succ' (n + 3) 2
      rw [Finset.sum_range_succ, ih, e, add_comm]
  let f : {n : Fin 3 →₀ ℕ | (n.sum fun _ e => e) ≤ L} → T := fun m =>
    ⟨⟨m.1 0 + m.1 1 + m.1 2, m.1 0 + m.1 1, m.1 0⟩, (hmem _ _ _).2 (by
      have h : (m.1.sum fun _ e => e) ≤ L := m.2
      rw [exponent_sum] at h
      omega)⟩
  have hf : Function.Bijective f := by
    constructor
    · rintro ⟨m, hm⟩ ⟨m', hm'⟩ h
      have h' := congrArg Subtype.val h
      have e1 : m 0 + m 1 + m 2 = m' 0 + m' 1 + m' 2 :=
        congrArg (fun t : Σ _ : ℕ, Σ _ : ℕ, ℕ => t.1) h'
      have e2 : m 0 + m 1 = m' 0 + m' 1 :=
        congrArg (fun t : Σ _ : ℕ, Σ _ : ℕ, ℕ => t.2.1) h'
      have e3 : m 0 = m' 0 := congrArg (fun t : Σ _ : ℕ, Σ _ : ℕ, ℕ => t.2.2) h'
      have e4 : m 1 = m' 1 := by omega
      have e5 : m 2 = m' 2 := by omega
      apply Subtype.ext
      apply Finsupp.ext
      intro i
      fin_cases i
      exacts [e3, e4, e5]
    · rintro ⟨⟨n, k, i⟩, h⟩
      have h' := (hmem n k i).1 h
      obtain ⟨m, m0, m1, m2⟩ : ∃ m : Fin 3 →₀ ℕ, m 0 = i ∧ m 1 = k - i ∧ m 2 = n - k :=
        ⟨Finsupp.equivFunOnFinite.symm ![i, k - i, n - k], rfl, rfl, rfl⟩
      have hm : (m.sum fun _ e => e) ≤ L := by
        rw [exponent_sum]
        omega
      refine ⟨⟨m, hm⟩, Subtype.ext ?_⟩
      change (⟨m 0 + m 1 + m 2, m 0 + m 1, m 0⟩ : Σ _ : ℕ, Σ _ : ℕ, ℕ) = ⟨n, k, i⟩
      have e1 : m 0 + m 1 + m 2 = n := by omega
      have e2 : m 0 + m 1 = k := by omega
      rw [e1, e2, m0]
  rw [Nat.card_eq_of_bijective f hf, Nat.card_eq_fintype_card, Fintype.card_coe, hcard]

/-- The orbitals with one fixed exponent `a` and polynomial part of total degree at most `L` span
dimension `C(L+3,3)`. -/
theorem finrank_orbitalSpace (a : ℝ) (L : ℕ) :
    Module.finrank ℝ (orbitalSpace a L) = (L + 3).choose 3 := by
  -- the Gaussian has no zeros, so an orbital determines its polynomial
  have hinj : Function.Injective (gaussianOrbital a) := fun p q h =>
    MvPolynomial.funext fun r => mul_right_cancel₀ (Real.exp_ne_zero _) (congrFun h r)
  rw [← finrank_polynomials L]
  exact (Submodule.equivMapOfInjective _ hinj _).finrank_eq.symm

/-- The product of two Gaussian orbitals on the same centre is a Gaussian orbital: exponents add
and polynomials multiply. -/
theorem gaussianOrbital_mul (a b : ℝ) (p q : MvPolynomial (Fin 3) ℝ) :
    gaussianOrbital a p * gaussianOrbital b q = gaussianOrbital (a + b) (p * q) := by
  ext r
  change eval r p * Real.exp (-a * (r 0 ^ 2 + r 1 ^ 2 + r 2 ^ 2)) *
    (eval r q * Real.exp (-b * (r 0 ^ 2 + r 1 ^ 2 + r 2 ^ 2))) =
    eval r (p * q) * Real.exp (-(a + b) * (r 0 ^ 2 + r 1 ^ 2 + r 2 ^ 2))
  have h : -(a + b) * (r 0 ^ 2 + r 1 ^ 2 + r 2 ^ 2) =
    -a * (r 0 ^ 2 + r 1 ^ 2 + r 2 ^ 2) + -b * (r 0 ^ 2 + r 1 ^ 2 + r 2 ^ 2) := by ring
  rw [h, Real.exp_add, map_mul]
  ring

/-- Products of orbitals of degree at most `L` and exponent `a` with orbitals of degree at most
`M` and exponent `b` span exactly the orbitals of degree at most `L + M` and exponent `a + b`. -/
theorem productSpace_orbitalSpace (a b : ℝ) (L M : ℕ) :
    productSpace (orbitalSpace a L) (orbitalSpace b M) = orbitalSpace (a + b) (L + M) := by
  apply le_antisymm
  · refine Submodule.span_le.2 ?_
    rintro _ ⟨_, ⟨p, hp, rfl⟩, _, ⟨q, hq, rfl⟩, rfl⟩
    have hp' := (mem_restrictTotalDegree _ _ _).1 hp
    have hq' := (mem_restrictTotalDegree _ _ _).1 hq
    rw [gaussianOrbital_mul]
    exact ⟨p * q, (mem_restrictTotalDegree _ _ _).2
      ((totalDegree_mul p q).trans (add_le_add hp' hq')), rfl⟩
  · rintro _ ⟨p, hp, rfl⟩
    have hp' := (mem_restrictTotalDegree _ _ _).1 hp
    rw [← support_sum_monomial_coeff p, map_sum]
    refine Submodule.sum_mem _ fun s hs => ?_
    have hd := (le_totalDegree hs).trans hp'
    rw [exponent_sum] at hd
    -- split the monomial, filling the first factor up to degree L
    obtain ⟨u, u0, u1, u2⟩ : ∃ u : Fin 3 →₀ ℕ, u 0 = min (s 0) L ∧
        u 1 = min (s 1) (L - s 0) ∧ u 2 = min (s 2) (L - s 0 - s 1) :=
      ⟨Finsupp.equivFunOnFinite.symm ![_, _, _], rfl, rfl, rfl⟩
    obtain ⟨v, v0, v1, v2⟩ : ∃ v : Fin 3 →₀ ℕ, v 0 = s 0 - u 0 ∧
        v 1 = s 1 - u 1 ∧ v 2 = s 2 - u 2 :=
      ⟨Finsupp.equivFunOnFinite.symm ![_, _, _], rfl, rfl, rfl⟩
    have e0 : s 0 = u 0 + v 0 := by omega
    have e1 : s 1 = u 1 + v 1 := by omega
    have e2 : s 2 = u 2 + v 2 := by omega
    have hs' : s = u + v := by
      apply Finsupp.ext
      intro i
      fin_cases i
      exacts [e0, e1, e2]
    have hu : (u.sum fun _ e => e) ≤ L := by
      rw [exponent_sum]
      omega
    have hv : (v.sum fun _ e => e) ≤ M := by
      rw [exponent_sum]
      omega
    have hm : monomial s (coeff s p) = monomial u (coeff s p) * monomial v (1 : ℝ) := by
      rw [monomial_mul, mul_one, ← hs']
    rw [hm, ← gaussianOrbital_mul]
    exact Submodule.subset_span
      ⟨_, ⟨_, (mem_restrictTotalDegree _ _ _).2 ((totalDegree_monomial_le _ _).trans hu), rfl⟩,
        _, ⟨_, (mem_restrictTotalDegree _ _ _).2 ((totalDegree_monomial_le _ _).trans hv), rfl⟩,
        rfl⟩

/-- The binomial `C(n+3,3)` is the cubic `(n+1)(n+2)(n+3)/6`. -/
theorem six_mul_choose (n : ℕ) : 6 * (n + 3).choose 3 = (n + 1) * (n + 2) * (n + 3) := by
  have h2 : ∀ m : ℕ, 2 * (m + 2).choose 2 = (m + 1) * (m + 2) := by
    intro m
    induction m with
    | zero => simp
    | succ m ih =>
      have e : (m + 1 + 2).choose 2 = (m + 2).choose 1 + (m + 2).choose 2 :=
        Nat.choose_succ_succ' (m + 2) 1
      rw [e, Nat.choose_one_right, mul_add, ih]
      ring
  induction n with
  | zero => simp
  | succ n ih =>
    have e : (n + 1 + 3).choose 3 = (n + 1 + 2).choose 2 + (n + 3).choose 3 :=
      Nat.choose_succ_succ' (n + 3) 2
    rw [e, mul_add, ih]
    nlinarith [h2 (n + 1)]

/-- The pairwise products of the orbitals with one fixed exponent `a` and degree at most `L` span
dimension `C(2L+3,3)`. -/
theorem finrank_productSpace (a : ℝ) (L : ℕ) :
    Module.finrank ℝ (productSpace (orbitalSpace a L) (orbitalSpace a L)) =
      (2 * L + 3).choose 3 := by
  rw [productSpace_orbitalSpace, finrank_orbitalSpace, ← two_mul L]

/-- For every `L`, the products of the orbitals with one fixed exponent `a` and degree at most `L`
span fewer than eight times as many dimensions as these orbitals themselves. -/
theorem finrank_productSpace_lt (a : ℝ) (L : ℕ) :
    Module.finrank ℝ (productSpace (orbitalSpace a L) (orbitalSpace a L)) <
      8 * Module.finrank ℝ (orbitalSpace a L) := by
  rw [finrank_productSpace, finrank_orbitalSpace]
  nlinarith [six_mul_choose L, six_mul_choose (2 * L)]

/-- Take all orbitals with one fixed exponent `a` and degree at most `L`. As `L` grows, the
dimension spanned by their products divided by the dimension spanned by the orbitals tends to 8. -/
theorem tendsto_auxiliary_ratio (a : ℝ) :
    Tendsto (fun L : ℕ =>
      (Module.finrank ℝ (productSpace (orbitalSpace a L) (orbitalSpace a L)) : ℝ) /
        (Module.finrank ℝ (orbitalSpace a L) : ℝ)) atTop (𝓝 8) := by
  have hlow : Tendsto (fun L : ℕ => (8 : ℝ) - 24 * (1 / ((L : ℝ) + 1))) atTop (𝓝 8) := by
    simpa using (tendsto_one_div_add_atTop_nhds_zero_nat (𝕜 := ℝ)).const_mul 24 |>.const_sub 8
  have hpos : ∀ L : ℕ, (0 : ℝ) < (Module.finrank ℝ (orbitalSpace a L) : ℝ) := by
    intro L
    rw [finrank_orbitalSpace]
    exact_mod_cast Nat.choose_pos (by omega)
  -- squeeze the ratio between 8 - 24/(L+1) and 8
  refine tendsto_of_tendsto_of_tendsto_of_le_of_le hlow tendsto_const_nhds ?_ ?_
  · intro L
    change (8 : ℝ) - 24 * (1 / ((L : ℝ) + 1)) ≤ _ / _
    rw [le_div_iff₀ (hpos L), finrank_productSpace, finrank_orbitalSpace]
    have hN : (6 : ℝ) * ((L + 3).choose 3 : ℝ) = (L + 1) * (L + 2) * (L + 3) := by
      exact_mod_cast six_mul_choose L
    have hA : (6 : ℝ) * ((2 * L + 3).choose 3 : ℝ) =
        (2 * L + 1) * (2 * L + 2) * (2 * L + 3) := by
      exact_mod_cast six_mul_choose (2 * L)
    have hx : (0 : ℝ) ≤ (L : ℝ) := Nat.cast_nonneg L
    have hx1 : (L : ℝ) + 1 ≠ 0 := by positivity
    have hq : 1 / ((L : ℝ) + 1) * ((L + 3).choose 3 : ℝ) = (L + 2) * (L + 3) / 6 := by
      rw [one_div, inv_mul_eq_iff_eq_mul₀ hx1]
      linarith
    nlinarith
  · intro L
    change _ / _ ≤ (8 : ℝ)
    rw [div_le_iff₀ (hpos L)]
    exact_mod_cast (finrank_productSpace_lt a L).le

end

end GaussianAuxiliaryBasis
```

```lean
#print axioms GaussianAuxiliaryBasis.finrank_productSpace_lt
#print axioms GaussianAuxiliaryBasis.tendsto_auxiliary_ratio
```

```
'GaussianAuxiliaryBasis.finrank_productSpace_lt' depends on axioms: [propext, Classical.choice, Quot.sound]
'GaussianAuxiliaryBasis.tendsto_auxiliary_ratio' depends on axioms: [propext, Classical.choice, Quot.sound]
```

## How the Lean proof counts and compares

**Dimension of the polynomials.** `finrank_polynomials` starts from Mathlib's monomial basis, which turns the dimension into a number of exponent triples. The finite set `T` holds the labels $(n,k,i)$, and `hcard` evaluates its size by the two inductions with Pascal's rule. The map `f` sends exponents to partial sums. Its bijectivity, `hf`, is the statement that the exponents can be recovered, and `omega` settles the integer arithmetic.

**From polynomials to orbitals.** In `finrank_orbitalSpace`, the injectivity `hinj` combines cancellation of the nonzero exponential with `MvPolynomial.funext`, the fact that values determine a real polynomial. An injective linear map preserves dimension.

**The product space.** `gaussianOrbital_mul` is the multiplication rule for two Gaussians. `productSpace_orbitalSpace` then proves two inclusions, joined by `le_antisymm`. The first uses the degree bound for a product of polynomials. The second writes a polynomial as a sum of monomials and splits each exponent `s` as `u + v`. The minima that define `u` carry out the filling up to degree $L$; their subtractions are those of natural numbers and stop at zero, so nothing more is added once the first factor is full. The coefficient of the monomial goes into the first factor. `finrank_productSpace` is the case of equal exponents and degrees.

**Bound and limit.** `six_mul_choose` supplies the cubic formula, again by induction. From its instances at `L` and `2 * L`, `nlinarith` obtains the strict inequality. For the limit, `hlow` shows that $8-24/(L+1)$ tends to 8, and the squeeze theorem is applied between this sequence and the constant 8. The lower estimate is first multiplied by the positive orbital dimension. The identity `hq`, which says $N_L/(L+1)=(L+2)(L+3)/6$, then removes the fraction and leaves the polynomial inequality derived above.
